# An off-centre Gaussian carried along by its harmonic well violates the Hellmann–Feynman relation

Put a particle in a harmonic well centred at $R$, in units $\hbar=m=\omega=1$. Take the ground-state Gaussian, but centre it at $R+1$. Its energy is $\tfrac12+\tfrac12=1$ wherever the well sits, because well and Gaussian move together, so $dE/dR=0$. Yet $\partial H/\partial R=-(x-R)$ has mean $-1$. The difference comes from the motion of the wavefunction. The theorems below treat any exponent $a>0$ and any fixed real offset $d$.

## The Gaussian, the Hamiltonian and two integrals

```lean
import Mathlib

open MeasureTheory
open scoped Real

namespace OffCentreGaussian

noncomputable section

/-- The Gaussian of exponent `a > 0` centred at `R + d`, with prefactor `(2a/π)^(1/4)`. -/
def trial (a R d x : ℝ) : ℝ :=
  Real.sqrt (Real.sqrt (2 * a / π)) * Real.exp (-a * (x - R - d) ^ 2)
```

This is $\psi(x)=(2a/\pi)^{1/4}e^{-a(x-R-d)^2}$, with the fourth root written as two square roots. Below, $u=x-R-d$ is the displacement from its centre.

```lean
/-- The harmonic Hamiltonian `-(1/2) d²/dx² + (x - R)²/2` acting on a real wavefunction. -/
def hamiltonian (R : ℝ) (f : ℝ → ℝ) (x : ℝ) : ℝ :=
  -(1 / 2) * deriv (deriv f) x + (x - R) ^ 2 / 2 * f x
```

`hamiltonian R f x` is $(Hf)(x)=-\tfrac12f''(x)+\tfrac12(x-R)^2f(x)$. It acts on functions; no operator domain is specified.

```lean
/-- The integral of `ψ H ψ` for a real wavefunction `ψ`. -/
def energy (R : ℝ) (ψ : ℝ → ℝ) : ℝ := ∫ x, ψ x * hamiltonian R ψ x
```

The energy is $E=\int\psi\,H\psi\,dx$ over the whole line. It has no normalising denominator, since $\psi$ will be shown to have norm 1.

```lean
/-- The integral of `ψ (∂H/∂R) ψ`, where `ψ` is held fixed in the derivative. -/
def meanGradient (R : ℝ) (ψ : ℝ → ℝ) : ℝ :=
  ∫ x, ψ x * deriv (fun S => hamiltonian S ψ x) R
```

This is $\int\psi\,(\partial H/\partial R)\,\psi\,dx$. The variable `S` moves the well while `ψ` stays put. The Hellmann–Feynman force is minus this number.

## Gaussian averages

```lean
/-- Every power of the coordinate is integrable against a Gaussian of positive exponent. -/
theorem integrable_moment {b : ℝ} (hb : 0 < b) (n : ℕ) :
    Integrable (fun u : ℝ => u ^ n * Real.exp (-b * u ^ 2)) := by
  have hn : (-1 : ℝ) < (n : ℝ) := by
    have : (0 : ℝ) ≤ n := Nat.cast_nonneg n
    linarith
  have h := integrable_rpow_mul_exp_neg_mul_sq hb hn
  simpa only [Real.rpow_natCast] using h
```

For $b>0$, each $u^ne^{-bu^2}$ is integrable. Mathlib has this for real powers greater than $-1$, and the proof specialises it to natural ones.

```lean
/-- For a Gaussian of exponent `b > 0`, the moment of order `n + 2` is `(n + 1)/(2b)` times
the moment of order `n`. -/
theorem moment_recursion {b : ℝ} (hb : 0 < b) (n : ℕ) :
    2 * b * ∫ u : ℝ, u ^ (n + 2) * Real.exp (-b * u ^ 2) =
      ((n : ℝ) + 1) * ∫ u : ℝ, u ^ n * Real.exp (-b * u ^ 2) := by
  have hd : ∀ u : ℝ, HasDerivAt (fun u : ℝ => u ^ (n + 1) * Real.exp (-b * u ^ 2))
      (((n : ℝ) + 1) * (u ^ n * Real.exp (-b * u ^ 2)) -
        2 * b * (u ^ (n + 2) * Real.exp (-b * u ^ 2))) u := by
    intro u
    have h0 : HasDerivAt (fun u : ℝ => u ^ 2) (2 * u) u := by
      simpa using hasDerivAt_pow 2 u
    refine ((hasDerivAt_pow (n + 1) u).fun_mul (h0.const_mul (-b)).exp).congr_deriv ?_
    simp only [Nat.add_sub_cancel]
    push_cast
    ring
  have i0 := (integrable_moment hb n).const_mul ((n : ℝ) + 1)
  have i2 := (integrable_moment hb (n + 2)).const_mul (2 * b)
  -- the integral of a total derivative vanishes
  have h : ∫ u : ℝ, (((n : ℝ) + 1) * (u ^ n * Real.exp (-b * u ^ 2)) -
      2 * b * (u ^ (n + 2) * Real.exp (-b * u ^ 2))) = 0 :=
    integral_eq_zero_of_hasDerivAt_of_integrable hd (i0.sub i2) (integrable_moment hb (n + 1))
  rw [integral_sub i0 i2, integral_const_mul, integral_const_mul] at h
  linarith
```

By hand, integrate

$$\frac{d}{du}\left(u^{n+1}e^{-bu^2}\right)=(n+1)u^ne^{-bu^2}-2b\,u^{n+2}e^{-bu^2}.$$

The left side integrates to zero, which gives the recursion. In Lean, `hd` is this derivative and `h` the vanishing integral.

```lean
/-- For `a > 0`, the average of a cubic polynomial in the displacement from the Gaussian's
centre is its constant coefficient plus its quadratic coefficient over `4a`. -/
theorem density_average {a : ℝ} (ha : 0 < a) (R d p0 p1 p2 p3 : ℝ) :
    ∫ x, (p0 + p1 * (x - R - d) + p2 * (x - R - d) ^ 2 + p3 * (x - R - d) ^ 3) *
      trial a R d x ^ 2 = p0 + p2 / (4 * a) := by
  have hb : 0 < 2 * a := by positivity
  have h4 : 2 * (2 * a) ≠ 0 := by positivity
  have m0 : ∫ u : ℝ, u ^ 0 * Real.exp (-(2 * a) * u ^ 2) = Real.sqrt (π / (2 * a)) := by
    simp only [pow_zero, one_mul]
    exact integral_gaussian (2 * a)
  -- the first moment vanishes by reflection, the others follow from the recursion
  have m1 : ∫ u : ℝ, u ^ 1 * Real.exp (-(2 * a) * u ^ 2) = 0 := by
    have h := integral_neg_eq_self (fun u : ℝ => u ^ 1 * Real.exp (-(2 * a) * u ^ 2)) volume
    have e : ∀ u : ℝ, (-u) ^ 1 * Real.exp (-(2 * a) * (-u) ^ 2) =
        -(u ^ 1 * Real.exp (-(2 * a) * u ^ 2)) := fun u => by rw [neg_sq]; ring
    simp only [e, integral_neg] at h
    linarith
  have m2 : ∫ u : ℝ, u ^ 2 * Real.exp (-(2 * a) * u ^ 2) =
      Real.sqrt (π / (2 * a)) / (4 * a) := by
    have r := moment_recursion hb 0
    rw [m0, Nat.cast_zero] at r
    rw [eq_div_iff (by positivity)]
    linear_combination r
  have m3 : ∫ u : ℝ, u ^ 3 * Real.exp (-(2 * a) * u ^ 2) = 0 := by
    have r := moment_recursion hb 1
    rw [m1, mul_zero] at r
    exact (mul_eq_zero.mp r).resolve_left h4
  have hn : Real.sqrt (2 * a / π) * Real.sqrt (π / (2 * a)) = 1 := by
    have e : 2 * a / π * (π / (2 * a)) = 1 := by field_simp
    rw [← Real.sqrt_mul (by positivity), e, Real.sqrt_one]
  have i0 := (integrable_moment hb 0).const_mul p0
  have i1 := (integrable_moment hb 1).const_mul p1
  have i2 := (integrable_moment hb 2).const_mul p2
  have i3 := (integrable_moment hb 3).const_mul p3
  have i01 : Integrable (fun u : ℝ => p0 * (u ^ 0 * Real.exp (-(2 * a) * u ^ 2)) +
      p1 * (u ^ 1 * Real.exp (-(2 * a) * u ^ 2))) := i0.add i1
  have i012 : Integrable (fun u : ℝ => p0 * (u ^ 0 * Real.exp (-(2 * a) * u ^ 2)) +
      p1 * (u ^ 1 * Real.exp (-(2 * a) * u ^ 2)) +
      p2 * (u ^ 2 * Real.exp (-(2 * a) * u ^ 2))) := i01.add i2
  -- move the origin to the centre of the Gaussian
  have shift := integral_sub_right_eq_self (μ := volume) (fun u : ℝ =>
    Real.sqrt (2 * a / π) * (p0 * (u ^ 0 * Real.exp (-(2 * a) * u ^ 2)) +
      p1 * (u ^ 1 * Real.exp (-(2 * a) * u ^ 2)) +
      p2 * (u ^ 2 * Real.exp (-(2 * a) * u ^ 2)) +
      p3 * (u ^ 3 * Real.exp (-(2 * a) * u ^ 2)))) (R + d)
  refine (integral_congr_ae (Filter.Eventually.of_forall fun x => ?_)).trans (shift.trans ?_)
  · have sq : trial a R d x ^ 2 =
        Real.sqrt (2 * a / π) * Real.exp (-(2 * a) * (x - R - d) ^ 2) := by
      unfold trial
      rw [mul_pow, Real.sq_sqrt (Real.sqrt_nonneg _), ← Real.exp_nat_mul]
      congr 2
      push_cast
      ring
    simp only [sq, ← sub_sub]
    ring
  · rw [integral_const_mul, integral_add i012 i3, integral_add i01 i2, integral_add i0 i1,
      integral_const_mul, integral_const_mul, integral_const_mul, integral_const_mul,
      m0, m1, m2, m3]
    linear_combination (p0 + p2 / (4 * a)) * hn
```

Here $\psi^2=\sqrt{2a/\pi}\,e^{-2au^2}$, so $b=2a$. The zeroth moment cancels the prefactor (`hn`), and the first vanishes by reflection. The recursion then gives $\langle u^2\rangle=1/(4a)$ and $\langle u^3\rangle=0$. Hence

$$\langle p_0+p_1u+p_2u^2+p_3u^3\rangle=p_0+\frac{p_2}{4a}.$$

The step named `shift` changes variable from $x$ to $u$.

## Derivatives in $x$ and in $R$

```lean
/-- The Hamiltonian multiplies the Gaussian by a polynomial of degree at most two in the coordinate.
-/
theorem hamiltonian_trial (a R d x : ℝ) :
    hamiltonian R (trial a R d) x =
      (a - 2 * a ^ 2 * (x - R - d) ^ 2 + (x - R) ^ 2 / 2) * trial a R d x := by
  have h1 : ∀ y, HasDerivAt (trial a R d) (-2 * a * (y - R - d) * trial a R d y) y := by
    intro y
    have h : HasDerivAt (fun z : ℝ => (z - R - d) ^ 2) (2 * (y - R - d)) y := by
      simpa using (((hasDerivAt_id' y).sub_const R).sub_const d).fun_pow 2
    refine ((h.const_mul (-a)).exp.const_mul
      (Real.sqrt (Real.sqrt (2 * a / π)))).congr_deriv ?_
    unfold trial
    ring
  have e : deriv (trial a R d) = fun y => -2 * a * (y - R - d) * trial a R d y :=
    funext fun y => (h1 y).deriv
  have h2 : HasDerivAt (fun y => -2 * a * (y - R - d) * trial a R d y)
      (-2 * a * 1 * trial a R d x +
        -2 * a * (x - R - d) * (-2 * a * (x - R - d) * trial a R d x)) x :=
    ((((hasDerivAt_id' x).sub_const R).sub_const d).const_mul (-2 * a)).fun_mul (h1 x)
  unfold hamiltonian
  rw [e, h2.deriv]
  ring
```

Differentiating twice, $\psi'=-2au\,\psi$ and $\psi''=(4a^2u^2-2a)\psi$, so

$$H\psi=\left(a-2a^2u^2+\tfrac12(x-R)^2\right)\psi.$$

`HasDerivAt f f' x` says that `f` is differentiable at `x` with derivative `f'`; `h1` and `h2` are the two differentiations.

```lean
/-- At fixed wavefunction, the `R`-derivative of the Hamiltonian is multiplication by
`-(x - R)`. -/
theorem hamiltonian_gradient (R x : ℝ) (ψ : ℝ → ℝ) :
    HasDerivAt (fun S => hamiltonian S ψ x) (-(x - R) * ψ x) R := by
  have h : HasDerivAt (fun S : ℝ => (x - S) ^ 2) (-(2 * (x - R))) R := by
    simpa using ((hasDerivAt_id' R).const_sub x).fun_pow 2
  unfold hamiltonian
  exact (((h.div_const 2).mul_const (ψ x)).const_add
    (-(1 / 2) * deriv (deriv ψ) x)).congr_deriv (by ring)
```

With $\psi$ fixed, only the potential depends on $R$, and its derivative is $-(x-R)$.

## Energy, mean gradient and the missing term

```lean
/-- For `a > 0` the off-centre Gaussian is normalised, has energy `a/2 + 1/(8a) + d²/2`
whatever `R` is, and gives the `R`-derivative of the Hamiltonian the mean `-d`. -/
theorem off_centre_gaussian {a : ℝ} (ha : 0 < a) (R d : ℝ) :
    ∫ x, trial a R d x ^ 2 = 1 ∧
      energy R (trial a R d) = a / 2 + 1 / (8 * a) + d ^ 2 / 2 ∧
      meanGradient R (trial a R d) = -d := by
  refine ⟨?_, ?_, ?_⟩
  · simpa using density_average ha R d 1 0 0 0
  · refine (integral_congr_ae (Filter.Eventually.of_forall fun x => ?_)).trans
      ((density_average ha R d (a + d ^ 2 / 2) d (1 / 2 - 2 * a ^ 2) 0).trans ?_)
    · simp only [hamiltonian_trial]
      ring
    · field_simp
      ring
  · refine (integral_congr_ae (Filter.Eventually.of_forall fun x => ?_)).trans
      ((density_average ha R d (-d) (-1) 0 0).trans (by simp))
    simp only [(hamiltonian_gradient R x (trial a R d)).deriv]
    ring
```

The three statements joined by `∧` are the norm, the energy and the mean gradient. The norm is the average of 1. For the energy, substitute $x-R=u+d$:

$$E=\left\langle a+\tfrac{d^2}{2}+d\,u+\left(\tfrac12-2a^2\right)u^2\right\rangle=\frac a2+\frac1{8a}+\frac{d^2}2.$$

The mean gradient is $\langle-d-u\rangle=-d$. Lean passes these coefficients to `density_average`, and `ring` checks that the integrands agree.

```lean
/-- For `a > 0`, twice the overlap of the `R`-derivative of the Gaussian with `H ψ`
equals `d`. -/
theorem wavefunction_response {a : ℝ} (ha : 0 < a) (R d : ℝ) :
    2 * ∫ x, deriv (fun S => trial a S d x) R * hamiltonian R (trial a R d) x = d := by
  have hR : ∀ x, HasDerivAt (fun S => trial a S d x)
      (2 * a * (x - R - d) * trial a R d x) R := by
    intro x
    have h : HasDerivAt (fun S : ℝ => (x - S - d) ^ 2) (-(2 * (x - R - d))) R := by
      simpa using (((hasDerivAt_id' R).const_sub x).sub_const d).fun_pow 2
    refine ((h.const_mul (-a)).exp.const_mul
      (Real.sqrt (Real.sqrt (2 * a / π)))).congr_deriv ?_
    unfold trial
    ring
  have key : ∫ x, deriv (fun S => trial a S d x) R * hamiltonian R (trial a R d) x =
      0 + 2 * a * d / (4 * a) := by
    refine (integral_congr_ae (Filter.Eventually.of_forall fun x => ?_)).trans
      (density_average ha R d 0 (2 * a * (a + d ^ 2 / 2)) (2 * a * d)
        (2 * a * (1 / 2 - 2 * a ^ 2)))
    simp only [(hR x).deriv, hamiltonian_trial]
    ring
  rw [key]
  field_simp
  ring
```

Moving the Gaussian gives $\partial\psi/\partial R=2au\,\psi$. In its product with $H\psi$, the coefficient of $u^2$ is $2ad$ and the constant term is zero, so

$$2\int\frac{\partial\psi}{\partial R}\,H\psi\,dx=2\cdot\frac{2ad}{4a}=d.$$

Added to the mean gradient $-d$, this gives zero, the slope of the energy.

```lean
/-- For `a > 0`, the derivative of the energy along the moving Gaussian equals the mean
`R`-derivative of the Hamiltonian exactly when the offset `d` is zero. -/
theorem hellmann_feynman_iff {a : ℝ} (ha : 0 < a) (R d : ℝ) :
    HasDerivAt (fun S => energy S (trial a S d)) (meanGradient R (trial a R d)) R ↔
      d = 0 := by
  -- the energy does not depend on the position of the well
  have hE : HasDerivAt (fun S => energy S (trial a S d)) 0 R := by
    have e : (fun S => energy S (trial a S d)) =
        fun _ => a / 2 + 1 / (8 * a) + d ^ 2 / 2 :=
      funext fun S => (off_centre_gaussian ha S d).2.1
    rw [e]
    exact hasDerivAt_const _ _
  rw [(off_centre_gaussian ha R d).2.2]
  constructor
  · intro h
    have := h.unique hE
    linarith
  · intro h
    exact hE.congr_deriv (by rw [h, neg_zero])

end

end OffCentreGaussian
```

The left side of `↔` says that $E(R)$, with the Gaussian carried along at fixed $a$ and $d$, has the mean gradient as its derivative. Since $E$ is constant, its derivative is 0 (`hE`). Derivatives are unique, so the statement requires $-d=0$; conversely, $d=0$ makes both sides zero.

This is a criterion for one family of Gaussians, not the Hellmann–Feynman theorem for eigenstates. At $d=0$ the relation holds for every $a>0$, although $\psi$ is an eigenfunction only when $a=\tfrac12$.

```lean
#print axioms OffCentreGaussian.off_centre_gaussian
#print axioms OffCentreGaussian.wavefunction_response
#print axioms OffCentreGaussian.hellmann_feynman_iff
```

```
'OffCentreGaussian.off_centre_gaussian' depends on axioms: [propext, Classical.choice, Quot.sound]
'OffCentreGaussian.wavefunction_response' depends on axioms: [propext, Classical.choice, Quot.sound]
'OffCentreGaussian.hellmann_feynman_iff' depends on axioms: [propext, Classical.choice, Quot.sound]
```

## The same term in a molecular force

In electronic-structure calculations with atom-centred Gaussians, the basis functions move with the nuclei. The program therefore adds integrals over basis-function derivatives, the Pulay terms, to the Hellmann–Feynman force. In this one-particle, one-function model the Hellmann–Feynman force is $+d$, the Pulay contribution is $-d$, and the total force is zero. The theorems do not cover a molecular calculation, which works in three dimensions with Coulomb attraction to the nuclei, repulsion among electrons and among nuclei, and usually many electrons and basis functions.
